# An upper bound on the coherent-state weight above a Fock-space cutoff, for mean number at most the cutoff

Consider one bosonic mode with number states |n⟩, n = 0, 1, 2, …, and a complex number α. The coherent state α has the amplitudes

c_n = exp(−|α|²/2) αⁿ / √(n!)

on these states. Write x = |α|² for its mean number of quanta. A cutoff k keeps the k levels 0, …, k − 1 and discards the levels k, k + 1, …. The discarded weight is

D_k = Σ_{n≥0} |c_{n+k}|².

The convention 0⁰ = 1 holds throughout, so α = 0 gives c_0 = 1 and all other amplitudes zero. The central result, part (g), is that x ≤ k implies

D_k ≤ exp(k − x) x^k / k^k,

which for k ≥ 1 is exp(k − x) (x/k)^k. It bounds the probability lost when a coherent state of a single mode is stored in a finite number basis. The discarded part of the state vector has norm √D_k, so, if the kept part is not renormalised, the error in the vector itself is bounded by the square root of the right-hand side. Errors that build up during a later time evolution are a separate matter.

```lean
import Mathlib

namespace CoherentFockCutoff

noncomputable section
```

In Lean, `amplitude α n` is c_n. The real prefactor and the square root are converted to complex numbers, and `‖α‖` is the modulus |α|. The state is represented by its list of amplitudes, not by a vector in a Hilbert space, and no ladder operators appear.

```lean
/-- The amplitude of the coherent state `α` on the number state with `n` quanta. -/
def amplitude (α : ℂ) (n : ℕ) : ℂ :=
  ((Real.exp (-‖α‖ ^ 2 / 2) : ℝ) : ℂ) * α ^ n / ((Real.sqrt (n.factorial : ℝ) : ℝ) : ℂ)
```

The number D_k is `discardedWeight α k`. The symbol `∑'` denotes an infinite sum, which Lean sets to zero if the series does not converge; part (d) supplies the convergence. The index is shifted, so n = 0 refers to level k. The kept part of the state is not renormalised.

```lean
/-- The weight of the coherent state `α` on the levels `k, k + 1, ...`, which is discarded
when only the levels below `k` are kept. -/
def discardedWeight (α : ℂ) (k : ℕ) : ℝ :=
  ∑' n : ℕ, ‖amplitude α (n + k)‖ ^ 2
```

## (a) The exponential series

**Task.** Show that Σ_{n≥0} xⁿ/n! converges to exp(x) for every real x.

**Solution.** This is the power series of the exponential function, and it converges for all x because the ratio of successive terms, x/(n + 1), tends to zero. `HasSum` states convergence and the value of the sum together. The proof takes both facts from Mathlib and joins them.

```lean
private lemma hasSum_exp_series (x : ℝ) :
    HasSum (fun n : ℕ => x ^ n / (n.factorial : ℝ)) (Real.exp x) := by
  have h : Real.exp x = ∑' n : ℕ, x ^ n / (n.factorial : ℝ) := by
    rw [Real.exp_eq_exp_ℝ, NormedSpace.exp_eq_tsum_div]
  rw [h]
  exact (Real.summable_pow_div_factorial x).hasSum
```

## (b) The denominator k^k is positive

**Task.** Show that k^k > 0 for every natural number k, including zero.

**Solution.** For k ≥ 1 it is a product of positive factors. For k = 0 it is 0⁰ = 1. This is why the bound is written with x^k / k^k: the form has a nonzero denominator even at k = 0. The Lean proof makes the same case distinction.

```lean
private lemma self_pow_pos (k : ℕ) : 0 < (k : ℝ) ^ k := by
  rcases k.eq_zero_or_pos with rfl | h
  · simp
  · positivity
```

## (c) Poisson weights

**Task.** Show that |c_n|² = exp(−x) xⁿ / n!.

**Solution.** The modulus of a product or quotient is the product or quotient of the moduli, so

|c_n|² = (exp(−x/2))² |α|²ⁿ / (√(n!))² = exp(−x) xⁿ / n!.

The phase of α has disappeared. In Lean, `h` squares the exponential prefactor, and the chain of rewrites takes the modulus of each factor and squares it.

```lean
/-- The number distribution of a coherent state is Poissonian with parameter `|α|²`. -/
theorem norm_sq_amplitude (α : ℂ) (n : ℕ) :
    ‖amplitude α n‖ ^ 2 =
      Real.exp (-‖α‖ ^ 2) * (‖α‖ ^ 2) ^ n / (n.factorial : ℝ) := by
  have h : Real.exp (-‖α‖ ^ 2 / 2) ^ 2 = Real.exp (-‖α‖ ^ 2) := by
    rw [← Real.exp_nat_mul]
    congr 1
    push_cast
    ring
  rw [amplitude, norm_div, norm_mul, norm_pow, Complex.norm_real, Complex.norm_real,
    Real.norm_of_nonneg (Real.exp_pos _).le, Real.norm_of_nonneg (Real.sqrt_nonneg _),
    div_pow, mul_pow, h, Real.sq_sqrt (Nat.cast_nonneg _), ← pow_mul, ← pow_mul,
    mul_comm n 2]
```

## (d) Normalisation

**Task.** Show that the weights |c_n|² sum to one.

**Solution.** Multiply the series of part (a) by exp(−x):

Σ_{n≥0} exp(−x) xⁿ/n! = exp(−x) exp(x) = 1.

By part (c) the terms are the weights |c_n|². The Lean proof does exactly this, with `mul_left` for the multiplication by the constant.

```lean
/-- The coherent state is normalised: its weights on all number states sum to one. -/
theorem hasSum_weights (α : ℂ) : HasSum (fun n : ℕ => ‖amplitude α n‖ ^ 2) 1 := by
  have h := (hasSum_exp_series (‖α‖ ^ 2)).mul_left (Real.exp (-‖α‖ ^ 2))
  rw [← Real.exp_add, neg_add_cancel, Real.exp_zero] at h
  simpa only [norm_sq_amplitude, mul_div_assoc] using h
```

## (e) Kept and discarded weight

**Task.** Show that |c_0|² + … + |c_{k−1}|² + D_k = 1.

**Solution.** A convergent series may be split after its first k terms. The finite part is the kept weight, the rest is D_k, and the total is one by part (d). For k = 0 nothing is kept and D_0 = 1. In Lean, `Finset.range k` is the set of levels 0, …, k − 1.

```lean
/-- The weight kept below the cutoff and the discarded weight add up to one. -/
theorem kept_add_discarded (α : ℂ) (k : ℕ) :
    ∑ n ∈ Finset.range k, ‖amplitude α n‖ ^ 2 + discardedWeight α k = 1 :=
  ((hasSum_weights α).summable.sum_add_tsum_nat_add k).trans (hasSum_weights α).tsum_eq
```

## (f) The tail of a Poisson distribution

**Task.** Let x be real with 0 ≤ x ≤ k. Show that

Σ_{n≥0} exp(−x) x^(n+k) / (n+k)! ≤ exp(k − x) x^k / k^k.

**Solution.** The idea is to compare the tail with a series in powers of k, whose sum is known. Since 0 ≤ x ≤ k, we have xⁿ ≤ kⁿ, and therefore

x^(n+k) = x^k xⁿ ≤ x^k kⁿ = (x^k / k^k) k^(n+k).

Multiply by exp(−x)/(n+k)! and sum over n:

Σ_{n≥0} exp(−x) x^(n+k) / (n+k)! ≤ exp(−x) (x^k / k^k) Σ_{n≥0} k^(n+k) / (n+k)!.

The last sum runs over the levels from k upwards. Adding the missing nonnegative terms k^m/m! with m < k can only increase it, and the completed series is exp(k) by part (a). Hence the right-hand side is at most

exp(−x) (x^k / k^k) exp(k) = exp(k − x) x^k / k^k.

In the Lean proof, `hterm` is the comparison term by term. Its `gcongr` step is where x ≤ k enters, and `key` is the identity that turns x^k kⁿ into a multiple of k^(n+k). The comparison also gives convergence of the tail, `hfs`, after which `hasSum_le` sums the inequality. The full comparison series is split at level k in `hsplit`, `hpos` says that its lower part is nonnegative, and `hC` rearranges the exponentials. The final `linarith` combines these.

```lean
/-- A Poisson distribution with mean `x ≤ k` has weight at most `exp (k - x) x^k / k^k`
on the values from `k` upwards. -/
theorem poisson_tail_le (k : ℕ) {x : ℝ} (hx0 : 0 ≤ x) (hxk : x ≤ k) :
    ∑' n : ℕ, Real.exp (-x) * x ^ (n + k) / ((n + k).factorial : ℝ) ≤
      Real.exp (k - x) * (x ^ k / (k : ℝ) ^ k) := by
  have hk : (k : ℝ) ^ k ≠ 0 := (self_pow_pos k).ne'
  -- the comparison series: a rescaled Poisson distribution with mean `k`
  have hg := (hasSum_exp_series (k : ℝ)).mul_left (Real.exp (-x) * (x ^ k / (k : ℝ) ^ k))
  have hgs := (summable_nat_add_iff k).2 hg.summable
  have hterm : ∀ n : ℕ, Real.exp (-x) * x ^ (n + k) / ((n + k).factorial : ℝ) ≤
      Real.exp (-x) * (x ^ k / (k : ℝ) ^ k) *
        ((k : ℝ) ^ (n + k) / ((n + k).factorial : ℝ)) := by
    intro n
    have key : x ^ k / (k : ℝ) ^ k * (k : ℝ) ^ (n + k) = x ^ k * (k : ℝ) ^ n := by
      rw [pow_add, mul_comm ((k : ℝ) ^ n), ← mul_assoc, div_mul_cancel₀ _ hk]
    calc Real.exp (-x) * x ^ (n + k) / ((n + k).factorial : ℝ)
        = Real.exp (-x) * (x ^ k * x ^ n) / ((n + k).factorial : ℝ) := by
          rw [pow_add, mul_comm (x ^ n)]
      _ ≤ Real.exp (-x) * (x ^ k * (k : ℝ) ^ n) / ((n + k).factorial : ℝ) := by gcongr
      _ = Real.exp (-x) * (x ^ k / (k : ℝ) ^ k * (k : ℝ) ^ (n + k)) /
            ((n + k).factorial : ℝ) := by rw [key]
      _ = _ := by simp only [mul_div_assoc, mul_assoc]
  have hfs : Summable
      (fun n : ℕ => Real.exp (-x) * x ^ (n + k) / ((n + k).factorial : ℝ)) :=
    Summable.of_nonneg_of_le (fun n => by positivity) hterm hgs
  have hle := hasSum_le hterm hfs.hasSum hgs.hasSum
  -- restoring the levels below `k` can only increase the comparison sum
  have hsplit := hg.summable.sum_add_tsum_nat_add k
  rw [hg.tsum_eq] at hsplit
  have hpos : 0 ≤ ∑ n ∈ Finset.range k, Real.exp (-x) * (x ^ k / (k : ℝ) ^ k) *
      ((k : ℝ) ^ n / (n.factorial : ℝ)) :=
    Finset.sum_nonneg (fun n _ => by positivity)
  have hC : Real.exp (k - x) * (x ^ k / (k : ℝ) ^ k) =
      Real.exp (-x) * (x ^ k / (k : ℝ) ^ k) * Real.exp k := by
    rw [sub_eq_add_neg, Real.exp_add]
    ring
  rw [hC]
  linarith
```

## (g) The cutoff bound for a coherent state

**Task.** Show that |α|² ≤ k implies D_k ≤ exp(k − |α|²) (|α|²)^k / k^k.

**Solution.** By part (c), D_k is the Poisson tail of part (f) with x = |α|², which is nonnegative. For k = 0 the hypothesis forces α = 0, and both sides equal one.

In a program that stores the mode as an array of length k, this estimate can be used to choose k before the array is built. For x > 0 and k ≥ 1 it is convenient to evaluate the logarithm of the bound,

k − x + k ln(x/k),

which avoids large powers. It also avoids computing a very small D_k as one minus the kept weight, where rounding destroys the significant digits. For x = 4 and k = 20 the bound is about 9.3 × 10⁻⁸.

The Lean proof unfolds the definition, inserts the Poisson weights and applies part (f).

```lean
/-- **Fock-space cutoff bound.** If the mean number `|α|²` does not exceed the cutoff `k`,
the discarded weight of the coherent state is at most `exp (k - |α|²) |α|^(2k) / k^k`. -/
theorem discardedWeight_le (α : ℂ) (k : ℕ) (h : ‖α‖ ^ 2 ≤ k) :
    discardedWeight α k ≤
      Real.exp (k - ‖α‖ ^ 2) * ((‖α‖ ^ 2) ^ k / (k : ℝ) ^ k) := by
  simp only [discardedWeight, norm_sq_amplitude]
  exact poisson_tail_le k (sq_nonneg _) h
```

## (h) A lower bound from the first discarded level

**Task.** Show that D_k ≥ exp(−x) x^k / k!, with no condition on k.

**Solution.** All terms of D_k are nonnegative, so the sum is at least its first term, |c_k|², which part (c) evaluates. For x = 4 and k = 20 this gives about 8.3 × 10⁻⁹, so in that case the bound of part (g) is too large by at most a factor of about eleven.

In Lean, `hs` is the convergence of the shifted series, and `le_tsum` compares the sum with its term at index 0.

```lean
/-- The discarded weight is at least the Poisson weight of the first discarded level. -/
theorem le_discardedWeight (α : ℂ) (k : ℕ) :
    Real.exp (-‖α‖ ^ 2) * (‖α‖ ^ 2) ^ k / (k.factorial : ℝ) ≤ discardedWeight α k := by
  have hs : Summable (fun n : ℕ => ‖amplitude α (n + k)‖ ^ 2) :=
    (summable_nat_add_iff k).2 (hasSum_weights α).summable
  have h : ‖amplitude α (0 + k)‖ ^ 2 ≤ discardedWeight α k :=
    hs.le_tsum 0 (fun j _ => sq_nonneg _)
  rwa [zero_add, norm_sq_amplitude] at h
```

## (i) A cutoff at e² times the mean number

**Task.** Show that k ≥ e² x implies D_k ≤ exp(−(k + x)).

**Solution.** Since e² ≥ 1 and x ≥ 0, the hypothesis gives x ≤ k, so part (g) applies. It also gives x ≤ e⁻² k. Raising this to the power k and dividing by k^k yields

x^k / k^k ≤ exp(−2k).

Therefore

D_k ≤ exp(k − x) exp(−2k) = exp(−(k + x)).

For x = 4 the condition reads k ≥ 29.6. The choice k = 30 then guarantees a discarded weight of at most exp(−34), about 1.7 × 10⁻¹⁵. The condition is sufficient, and part (g) may permit a smaller cutoff when a larger discarded weight is acceptable: for x = 4 and an allowed weight of 10⁻⁷, k = 20 is enough.

In the Lean proof, `hxk` and `hx` are the two consequences of the hypothesis, `hr` is the estimate of x^k / k^k, and the closing `calc` multiplies the exponentials.

```lean
/-- If the cutoff `k` is at least `e²` times the mean number `|α|²`, the discarded weight
is at most `exp (-(k + |α|²))`. -/
theorem discardedWeight_le_exp (α : ℂ) (k : ℕ) (h : Real.exp 2 * ‖α‖ ^ 2 ≤ k) :
    discardedWeight α k ≤ Real.exp (-(k + ‖α‖ ^ 2)) := by
  have h1 : (1 : ℝ) ≤ Real.exp 2 := Real.one_le_exp (by norm_num)
  have hxk : ‖α‖ ^ 2 ≤ k := by nlinarith [sq_nonneg ‖α‖]
  have hx : ‖α‖ ^ 2 ≤ Real.exp (-2) * k := by
    have he : Real.exp (-2) * Real.exp 2 = 1 := by
      rw [← Real.exp_add]
      simp
    calc ‖α‖ ^ 2 = Real.exp (-2) * (Real.exp 2 * ‖α‖ ^ 2) := by
          rw [← mul_assoc, he, one_mul]
      _ ≤ Real.exp (-2) * k := by gcongr
  -- each of the `k` factors `|α|² / k` is at most `exp (-2)`
  have hr : (‖α‖ ^ 2) ^ k / (k : ℝ) ^ k ≤ Real.exp (k * (-2)) := by
    rw [div_le_iff₀ (self_pow_pos k), Real.exp_nat_mul, ← mul_pow]
    exact pow_le_pow_left₀ (sq_nonneg _) hx k
  calc discardedWeight α k
      ≤ Real.exp (k - ‖α‖ ^ 2) * ((‖α‖ ^ 2) ^ k / (k : ℝ) ^ k) :=
        discardedWeight_le α k hxk
    _ ≤ Real.exp (k - ‖α‖ ^ 2) * Real.exp (k * (-2)) := by gcongr
    _ = Real.exp (-(k + ‖α‖ ^ 2)) := by
        rw [← Real.exp_add]
        congr 1
        ring
```

## (j) A mean number above the cutoff

**Task.** Show that the inequality of part (g) is false for α = 2 and k = 1, where |α|² = 4 exceeds k.

**Solution.** Only the vacuum level is kept, with weight exp(−4). By part (e),

D_1 = 1 − exp(−4) ≈ 0.982,

whereas the expression from part (g) is

exp(1 − 4) · 4 = 4 exp(−3) ≈ 0.199.

The expression is smaller than the weight it would have to bound. In a calculation, evaluating the formula without first testing |α|² ≤ k would thus report a loss of about 20 % when about 98 % of the state is missing.

A proof without decimals sets t = exp(−1). Since e ≥ 2, we have t ≤ 1/2, hence 4t³ ≤ 1/2 and 1 − t⁴ ≥ 15/16. The Lean proof follows this route: `ht2` is the estimate of t, `h3` and `h4` write the two exponentials as t³ and t⁴, and `b3` and `b4` bound these powers. The kept weight comes from part (e), and `linarith` compares the two sides.

```lean
/-- For `α = 2` and cutoff `k = 1`, where the mean number exceeds the cutoff, the discarded
weight is larger than the expression `exp (k - |α|²) |α|^(2k) / k^k`. -/
theorem cutoff_bound_fails_above :
    Real.exp (1 - ‖(2 : ℂ)‖ ^ 2) * ((‖(2 : ℂ)‖ ^ 2) ^ 1 / 1 ^ 1) <
      discardedWeight 2 1 := by
  have h := kept_add_discarded 2 1
  have n2 : ‖(2 : ℂ)‖ = 2 := by simp
  have ht : 0 < Real.exp (-1) := Real.exp_pos _
  have ht2 : Real.exp (-1) ≤ 1 / 2 := by
    have he : Real.exp (-1) * Real.exp 1 = 1 := by
      rw [← Real.exp_add]
      simp
    nlinarith [Real.add_one_le_exp (1 : ℝ)]
  have h3 : Real.exp (1 - (2 : ℝ) ^ 2) = Real.exp (-1) ^ 3 := by
    rw [← Real.exp_nat_mul]
    norm_num
  have h4 : Real.exp (-(2 : ℝ) ^ 2) = Real.exp (-1) ^ 4 := by
    rw [← Real.exp_nat_mul]
    norm_num
  have b3 := pow_le_pow_left₀ ht.le ht2 3
  have b4 := pow_le_pow_left₀ ht.le ht2 4
  rw [Finset.sum_range_one, norm_sq_amplitude, n2, h4] at h
  rw [n2, h3]
  simp only [pow_zero, Nat.factorial_zero, Nat.cast_one, mul_one, div_one, pow_one] at h ⊢
  linarith

end

end CoherentFockCutoff
```

```lean
#print axioms CoherentFockCutoff.discardedWeight_le
#print axioms CoherentFockCutoff.le_discardedWeight
#print axioms CoherentFockCutoff.discardedWeight_le_exp
#print axioms CoherentFockCutoff.cutoff_bound_fails_above
```

```
'CoherentFockCutoff.discardedWeight_le' depends on axioms: [propext, Classical.choice, Quot.sound]
'CoherentFockCutoff.le_discardedWeight' depends on axioms: [propext, Classical.choice, Quot.sound]
'CoherentFockCutoff.discardedWeight_le_exp' depends on axioms: [propext, Classical.choice, Quot.sound]
'CoherentFockCutoff.cutoff_bound_fails_above' depends on axioms: [propext, Classical.choice, Quot.sound]
```
